# For bounded Hermitian H(t), continuous in time, the Schrödinger action has no minimum on normalised paths

Take a single level of energy ε = 2, the time interval from 0 to 1, and ħ = 1. A path is then a complex function of time. Let

f(t) = √30 t(1 − t), φ(t) = e^{−iωt} f(t),

with ω real. The path vanishes at both ends, and ∫f² dt = 30(1/3 − 1/2 + 1/5) = 1. Its action is

∫ φ* (i dφ/dt − 2φ) dt = ∫ (i f f′ + ωf² − 2f²) dt = ω − 2,

because ∫ f f′ dt = [f²/2] = 0. Without the phase the action is −2; with ω = −98 it is −100. The squared modulus |φ(t)|² = f(t)² is the same in both cases. A time-dependent global phase therefore moves the action to any real value while leaving the squared modulus alone. The path is a trial function for the variational problem, not a physical evolution: its norm changes in time.

The same mechanism works on any nonzero complex inner product space `E`, of finite or infinite dimension.

In Lean 4 with Mathlib:

```lean
import Mathlib

open scoped InnerProductSpace

local notation "∞" => ((⊤ : ℕ∞) : WithTop ℕ∞)

noncomputable section

namespace UnboundedQuantumAction

variable {E : Type*} [NormedAddCommGroup E] [InnerProductSpace ℂ E]
```

## The action and its trial paths

For a path φ and a Hamiltonian H(t), the action is

S[φ] = ∫₀ᵀ ⟨φ(t), i φ′(t) − H(t)φ(t)⟩ dt,

with the inner product conjugate-linear in its first slot. The type `E →L[ℂ] E` makes each H(t) a bounded operator. Every Hermitian matrix qualifies, but the unbounded kinetic energy of a continuum system does not. The action is defined as a complex number, so its reality has to be proved.

```lean
/-- The action integral of `⟨φ, (i d/dt - H(t)) φ⟩` over the time interval from `0` to `T`. -/
def action (H : ℝ → E →L[ℂ] E) (T : ℝ) (φ : ℝ → E) : ℂ :=
  ∫ t in (0 : ℝ)..T, ⟪φ t, Complex.I • deriv φ t - H t (φ t)⟫_ℂ
```

A trial path is smooth, vanishes at times 0 and T, and satisfies ∫₀ᵀ ‖φ‖² dt = 1. This normalises the path as a whole, not the state at each instant.

```lean
/-- Smooth trial paths that vanish at times `0` and `T` and have integrated squared norm one. -/
structure Admissible (T : ℝ) (φ : ℝ → E) : Prop where
  smooth : ContDiff ℝ ∞ φ
  start : φ 0 = 0
  finish : φ T = 0
  normalized : ∫ t in (0 : ℝ)..T, ‖φ t‖ ^ 2 = 1
```

## A phase that no observable sees

The twisted path is χ(t) = e^{−iωt} φ(t).

```lean
/-- The path `φ` multiplied by the time-dependent global phase `exp (-i ω t)`. -/
def phaseTwist (ω : ℝ) (φ : ℝ → E) (t : ℝ) : E :=
  Complex.exp (-Complex.I * ω * t) • φ t
```

The exponent is purely imaginary for real ω and t, so

|e^{−iωt}| = 1.

```lean
/-- The phase factor `exp (-i ω t)` has modulus one. -/
theorem norm_phase (ω t : ℝ) : ‖Complex.exp (-Complex.I * ω * t)‖ = 1 := by
  rw [Complex.norm_exp]
  simp
```

For a linear operator A, the phase leaves the second slot as e^{−iωt} and the first as its conjugate:

⟨χ, Aχ⟩ = |e^{−iωt}|² ⟨φ, Aφ⟩ = ⟨φ, Aφ⟩.

Taking A to be a site-occupation operator shows that a lattice density is unchanged at every time. Since ‖χ(t)‖ = ‖φ(t)‖, the same holds for expectation values divided by the squared norm, wherever φ(t) ≠ 0.

```lean
/-- A global phase changes no expectation value `⟨φ(t), A φ(t)⟩` of a linear operator `A`. -/
theorem expectation_phaseTwist (ω : ℝ) (φ : ℝ → E) (A : E →ₗ[ℂ] E) (t : ℝ) :
    ⟪phaseTwist ω φ t, A (phaseTwist ω φ t)⟫_ℂ = ⟪φ t, A (φ t)⟫_ℂ := by
  unfold phaseTwist
  rw [map_smul, inner_smul_left, inner_smul_right, ← mul_assoc, Complex.conj_mul', norm_phase]
  simp
```

## The phase shifts the action by ω

The product rule gives

i χ′ = e^{−iωt}(i φ′ + ωφ), Hχ = e^{−iωt} Hφ.

Hence, at each time,

⟨χ, iχ′ − Hχ⟩ = ⟨φ, iφ′ − Hφ⟩ + ω‖φ‖²,

and integration yields

S[χ] = S[φ] + ω ∫₀ᵀ ‖φ‖² dt.

In the proof, `key` is the pointwise identity: `hv` factors out the phase and `he` cancels it against its conjugate. Continuity of H and φ′ then lets the integral be split. Hermiticity is not used here.

```lean
/-- For a continuous `H(t)` and a continuously differentiable path, the phase `exp (-i ω t)`
raises the action by `ω` times the integrated squared norm. -/
theorem action_phaseTwist {H : ℝ → E →L[ℂ] E} (hH : Continuous H) (T ω : ℝ) {φ : ℝ → E}
    (hφ : ContDiff ℝ 1 φ) :
    action H T (phaseTwist ω φ)
      = action H T φ + ((ω * ∫ t in (0 : ℝ)..T, ‖φ t‖ ^ 2 : ℝ) : ℂ) := by
  have h0 := hφ.continuous
  have hd : Continuous (deriv φ) := hφ.continuous_deriv (by norm_num)
  have hc : Continuous fun t => ⟪φ t, Complex.I • deriv φ t - H t (φ t)⟫_ℂ := by fun_prop
  have hr : Continuous fun t => ((ω * ‖φ t‖ ^ 2 : ℝ) : ℂ) :=
    Complex.continuous_ofReal.comp (continuous_const.mul (h0.norm.pow 2))
  -- the integrand changes by `ω ‖φ‖²` at each time
  have key : ∀ t, ⟪phaseTwist ω φ t,
      Complex.I • deriv (phaseTwist ω φ) t - H t (phaseTwist ω φ t)⟫_ℂ
      = ⟪φ t, Complex.I • deriv φ t - H t (φ t)⟫_ℂ + ((ω * ‖φ t‖ ^ 2 : ℝ) : ℂ) := by
    intro t
    have h1 : HasDerivAt (fun s : ℝ => (s : ℂ)) 1 t :=
      (hasDerivAt_id t).ofReal_comp.congr_deriv Complex.ofReal_one
    have h2 := (h1.const_mul (-Complex.I * (ω : ℂ))).cexp
    have h3 : HasDerivAt φ (deriv φ t) t := (hφ.differentiable (by norm_num) t).hasDerivAt
    have h4 : HasDerivAt (phaseTwist ω φ) _ t := h2.smul h3
    rw [h4.deriv]
    unfold phaseTwist
    have he : (starRingEnd ℂ) (Complex.exp (-Complex.I * ω * t))
        * Complex.exp (-Complex.I * ω * t) = 1 := by
      rw [Complex.conj_mul', norm_phase]
      simp
    generalize Complex.exp (-Complex.I * ω * t) = e at he ⊢
    have hI : Complex.I * (e * (-Complex.I * ω * 1)) = e * ω := by
      linear_combination (-(ω * e)) * Complex.I_mul_I
    have hv : Complex.I • (e • deriv φ t + (e * (-Complex.I * ω * 1)) • φ t) - H t (e • φ t)
        = e • ((Complex.I • deriv φ t - H t (φ t)) + (ω : ℂ) • φ t) := by
      rw [map_smul]
      linear_combination (norm := module) hI • φ t
    have hx : ⟪φ t, φ t⟫_ℂ = ((‖φ t‖ ^ 2 : ℝ) : ℂ) :=
      (inner_self_eq_norm_sq_to_K (φ t)).trans (Complex.ofReal_pow ‖φ t‖ 2).symm
    rw [hv, inner_smul_left, inner_smul_right, ← mul_assoc, he, one_mul, inner_add_right,
      inner_smul_right, hx, Complex.ofReal_mul]
  simp only [action, key]
  rw [intervalIntegral.integral_add (hc.intervalIntegrable _ _) (hr.intervalIntegrable _ _),
    intervalIntegral.integral_ofReal, intervalIntegral.integral_const_mul]
```

## The action is real when the end norms agree

Hermiticity, written as `hs`, makes ⟨φ, Hφ⟩ real. What remains is

Im⟨φ, iφ′⟩ = Re⟨φ, φ′⟩ = ½ d/dt ‖φ‖²,

so that

Im S[φ] = (‖φ(T)‖² − ‖φ(0)‖²)/2.

Here `key` computes the imaginary part of the integrand, `hder` identifies it as half a derivative, and the fundamental theorem of calculus finishes the argument.

```lean
/-- For a continuous Hermitian `H(t)` and a continuously differentiable path, the imaginary part
of the action is half the change of the squared norm between times `0` and `T`. -/
theorem action_im {H : ℝ → E →L[ℂ] E} (hH : Continuous H)
    (hs : ∀ t x y, ⟪H t x, y⟫_ℂ = ⟪x, H t y⟫_ℂ) (T : ℝ) {φ : ℝ → E} (hφ : ContDiff ℝ 1 φ) :
    (action H T φ).im = (‖φ T‖ ^ 2 - ‖φ 0‖ ^ 2) / 2 := by
  have h0 := hφ.continuous
  have hd : Continuous (deriv φ) := hφ.continuous_deriv (by norm_num)
  have hc : Continuous fun t => ⟪φ t, Complex.I • deriv φ t - H t (φ t)⟫_ℂ := by fun_prop
  have hg : Continuous fun t => (⟪φ t, deriv φ t⟫_ℂ + ⟪deriv φ t, φ t⟫_ℂ).re :=
    Complex.continuous_re.comp (by fun_prop)
  have hx : ∀ x : E, (⟪x, x⟫_ℂ).re = ‖x‖ ^ 2 := fun x => inner_self_eq_norm_sq (𝕜 := ℂ) x
  -- the Hermitian term is real, and the rest is half the derivative of the squared norm
  have key : ∀ t, (⟪φ t, Complex.I • deriv φ t - H t (φ t)⟫_ℂ).im
      = (⟪φ t, deriv φ t⟫_ℂ + ⟪deriv φ t, φ t⟫_ℂ).re / 2 := by
    intro t
    have hr : (⟪φ t, H t (φ t)⟫_ℂ).im = 0 :=
      Complex.conj_eq_iff_im.mp ((inner_conj_symm _ _).trans (hs t _ _))
    rw [← inner_conj_symm (deriv φ t) (φ t), inner_sub_right, inner_smul_right]
    simp only [Complex.sub_im, Complex.mul_im, Complex.I_re, Complex.I_im, Complex.add_re,
      Complex.conj_re, hr]
    ring
  have hder : ∀ t, HasDerivAt (fun s => (⟪φ s, φ s⟫_ℂ).re)
      (⟪φ t, deriv φ t⟫_ℂ + ⟪deriv φ t, φ t⟫_ℂ).re t := by
    intro t
    have h3 : HasDerivAt φ (deriv φ t) t := (hφ.differentiable (by norm_num) t).hasDerivAt
    exact Complex.reCLM.hasFDerivAt.comp_hasDerivAt t (HasDerivAt.inner ℂ h3 h3)
  have him : (action H T φ).im
      = ∫ t in (0 : ℝ)..T, (⟪φ t, Complex.I • deriv φ t - H t (φ t)⟫_ℂ).im :=
    (Complex.imCLM.intervalIntegral_comp_comm (hc.intervalIntegrable 0 T)).symm
  rw [him]
  simp only [key]
  rw [intervalIntegral.integral_div, intervalIntegral.integral_eq_sub_of_hasDerivAt
    (fun t _ => hder t) (hg.intervalIntegrable _ _), hx, hx]
```

## A polynomial trial path

Choose a unit vector v, which needs a nonzero space, and set

φ(t) = √(30/T⁵) t(T − t) v.

This is smooth and vanishes at both ends. Its normalisation follows from

∫₀ᵀ t²(T − t)² dt = T⁵/3 − T⁵/2 + T⁵/5 = T⁵/30.

The proof supplies the antiderivative in `hF`.

```lean
/-- On a nonzero space and for `T > 0` there is an admissible trial path. -/
theorem exists_admissible [Nontrivial E] {T : ℝ} (hT : 0 < T) :
    ∃ φ : ℝ → E, Admissible T φ := by
  obtain ⟨w, hw⟩ := exists_ne (0 : E)
  have hv : ‖(‖w‖⁻¹ : ℝ) • w‖ = 1 := by
    rw [norm_smul, norm_inv, norm_norm, inv_mul_cancel₀ (norm_ne_zero_iff.2 hw)]
  generalize (‖w‖⁻¹ : ℝ) • w = v at hv
  -- a polynomial envelope `t (T - t)` times a unit vector
  refine ⟨fun t => (√(30 / T ^ 5) * (t * (T - t))) • v, ?_, by simp, by simp, ?_⟩
  · have hp : ContDiff ℝ ∞ fun t : ℝ => √(30 / T ^ 5) * (t * (T - t)) := by fun_prop
    exact hp.smul contDiff_const
  · have hn : ∀ t : ℝ, ‖(√(30 / T ^ 5) * (t * (T - t))) • v‖ ^ 2
        = 30 / T ^ 5 * (t * (T - t)) ^ 2 := by
      intro t
      rw [norm_smul, hv, mul_one, Real.norm_eq_abs, sq_abs, mul_pow,
        Real.sq_sqrt (by positivity)]
    simp only [hn]
    have hF : ∀ t : ℝ, HasDerivAt
        (fun s : ℝ => 30 / T ^ 5 * (T ^ 2 / 3 * s ^ 3 - T / 2 * s ^ 4 + 1 / 5 * s ^ 5))
        (30 / T ^ 5 * (t * (T - t)) ^ 2) t := by
      intro t
      refine (((((hasDerivAt_pow 3 t).const_mul (T ^ 2 / 3)).fun_sub
        ((hasDerivAt_pow 4 t).const_mul (T / 2))).fun_add
        ((hasDerivAt_pow 5 t).const_mul (1 / 5))).const_mul (30 / T ^ 5)).congr_deriv ?_
      simp only [Nat.cast_ofNat, Nat.reduceSub]
      ring
    rw [intervalIntegral.integral_eq_sub_of_hasDerivAt (fun t _ => hF t)
      (Continuous.intervalIntegrable (by fun_prop) _ _)]
    have h5 : 30 / T ^ 5 * T ^ 5 = 30 := div_mul_cancel₀ _ (by positivity)
    linear_combination (1 / 30) * h5
```

## Every real action at fixed expectation values

Let φ be a trial path and a any real number. Both ends vanish, so S[φ] is real, and the integrated squared norm is one. Choosing

ω = a − S[φ]

gives S[χ] = S[φ] + ω = a. The twist preserves smoothness, the end conditions and the normalisation, which are the goals the proof checks in turn.

Time-dependent density functional theory uses states normalised at each instant, which these trial paths are not. The shift formula covers such states too: for a continuously differentiable path with ‖φ(t)‖ = 1 throughout, the action is real, and the twist adds ωT to it without changing the density or the initial state. For a bounded Hamiltonian as above, minimising the action over all such paths that share the density of a given one therefore has infimum −∞, so such a search defines no finite density functional.

```lean
/-- For a continuous Hermitian `H(t)`, an admissible path and any real `a`, some admissible path
has the same expectation values of all linear operators at all times and action `a`. -/
theorem exists_same_expectations_action_eq {H : ℝ → E →L[ℂ] E} (hH : Continuous H)
    (hs : ∀ t x y, ⟪H t x, y⟫_ℂ = ⟪x, H t y⟫_ℂ) {T : ℝ} {φ : ℝ → E}
    (hφ : Admissible T φ) (a : ℝ) :
    ∃ χ : ℝ → E, Admissible T χ ∧
      (∀ (A : E →ₗ[ℂ] E) (t : ℝ), ⟪χ t, A (χ t)⟫_ℂ = ⟪φ t, A (φ t)⟫_ℂ) ∧
      action H T χ = a := by
  have h1 : ContDiff ℝ 1 φ := hφ.smooth.of_le (mod_cast le_top)
  have him : (action H T φ).im = 0 := by
    rw [action_im hH hs T h1, hφ.start, hφ.finish]
    simp
  -- the frequency is the missing amount of action
  refine ⟨phaseTwist (a - (action H T φ).re) φ, ⟨?_, ?_, ?_, ?_⟩,
    expectation_phaseTwist _ φ, ?_⟩
  · have hp : ContDiff ℝ ∞ fun t : ℝ =>
        Complex.exp (-Complex.I * ((a - (action H T φ).re : ℝ) : ℂ) * t) :=
      (contDiff_const.mul Complex.ofRealCLM.contDiff).cexp
    exact ((ContinuousLinearMap.lsmul ℝ ℂ : ℂ →L[ℝ] E →L[ℝ] E).contDiff.comp hp).clm_apply
      hφ.smooth
  · simp [phaseTwist, hφ.start]
  · simp [phaseTwist, hφ.finish]
  · simp only [phaseTwist, norm_smul, norm_phase, one_mul]
    exact hφ.normalized
  · rw [action_phaseTwist hH T _ h1, hφ.normalized]
    apply Complex.ext
    · simp
    · simp [him]
```

The results above determine the full set of values: reality puts every value on the real line, and twisting the polynomial path reaches every point of it.

{ S[φ] : φ a trial path } = ℝ.

```lean
/-- On a nonzero space, for a continuous Hermitian `H(t)` and `T > 0`, the values of the action on
admissible paths are exactly the real numbers. -/
theorem action_values_eq_reals [Nontrivial E] {H : ℝ → E →L[ℂ] E} (hH : Continuous H)
    (hs : ∀ t x y, ⟪H t x, y⟫_ℂ = ⟪x, H t y⟫_ℂ) {T : ℝ} (hT : 0 < T) :
    action H T '' {φ | Admissible T φ} = Set.range ((↑) : ℝ → ℂ) := by
  ext z
  constructor
  · rintro ⟨φ, hφ, rfl⟩
    have him := action_im hH hs T (hφ.smooth.of_le (mod_cast le_top))
    rw [hφ.start, hφ.finish, sub_self, zero_div] at him
    exact ⟨(action H T φ).re, Complex.ext (Complex.ofReal_re _) (by rw [Complex.ofReal_im, him])⟩
  · rintro ⟨a, rfl⟩
    obtain ⟨φ, hφ⟩ := exists_admissible (E := E) hT
    obtain ⟨χ, hχ, -, ha⟩ := exists_same_expectations_action_eq hH hs hφ a
    exact ⟨χ, hχ, ha⟩
```

In a calculation the divergence shows up as dependence on a cutoff. For a constant Hermitian matrix with eigenvalues E_j, expand T-periodic paths, a different class from the one above, in the modes e^{−2πint/T} with |n| ≤ N. The action is diagonal in modes and eigenvectors, with entries 2πn/T − E_j at unit integrated norm. Its minimum is −2πN/T − max E_j, which falls by 2π/T each time N increases by one.

## A Schrödinger solution is not a minimum either

A nonzero solution conserves its norm and cannot vanish at the ends, so it needs its own comparison. Suppose that ψ is continuously differentiable and that iψ′ = Hψ on [0, T]; existence of ψ is assumed. The integrand of the action is then zero, and so is the action on every shorter interval [0, t]. Its imaginary part gives ‖ψ(t)‖ = ‖ψ(0)‖, hence

∫₀ᵀ ‖ψ‖² dt = T‖ψ(0)‖².

For an integer k take ω = 2πk/T. The phase equals one at both 0 and T, so the endpoints stay fixed, while the action becomes

0 + (2πk/T) · T‖ψ(0)‖² = 2πk‖ψ(0)‖².

For a normalised state this is 2πk. In the one-level example, ψ(t) = e^{−2it} has action 0, and k = −1 gives the path e^{−i(2−2π)t} with action (2 − 2π) − 2 = −2π. The choices k = 1 and k = −1 put a nonzero solution strictly between two competitors with the same endpoints. This excludes a global minimum or maximum among paths with those endpoints; stationarity of the action is a different condition, and unboundedness does not contradict it.

In the proof, `h0` is the vanishing action on shorter intervals and `hint` the integrated norm.

```lean
/-- For a continuous Hermitian `H(t)` and `T > 0`, a continuously differentiable solution `ψ` of the
Schrödinger equation on `[0, T]` has zero action, and for every integer `k` the phase of frequency
`2πk/T` keeps both its endpoints and gives action `2πk ‖ψ(0)‖²`. -/
theorem schrodinger_solution_twist {H : ℝ → E →L[ℂ] E} (hH : Continuous H)
    (hs : ∀ t x y, ⟪H t x, y⟫_ℂ = ⟪x, H t y⟫_ℂ) {T : ℝ} (hT : 0 < T) {ψ : ℝ → E}
    (h1 : ContDiff ℝ 1 ψ)
    (hψ : ∀ t ∈ Set.Icc 0 T, Complex.I • deriv ψ t = H t (ψ t)) (k : ℤ) :
    action H T ψ = 0 ∧
      phaseTwist (2 * Real.pi * k / T) ψ 0 = ψ 0 ∧
      phaseTwist (2 * Real.pi * k / T) ψ T = ψ T ∧
      action H T (phaseTwist (2 * Real.pi * k / T) ψ)
        = ((2 * Real.pi * k * ‖ψ 0‖ ^ 2 : ℝ) : ℂ) := by
  have h0 : ∀ s ∈ Set.Icc 0 T, action H s ψ = 0 := by
    intro s hs'
    unfold action
    rw [intervalIntegral.integral_congr (g := fun _ => (0 : ℂ))]
    · simp
    · intro t ht
      rw [Set.uIcc_of_le hs'.1] at ht
      show ⟪ψ t, Complex.I • deriv ψ t - H t (ψ t)⟫_ℂ = 0
      rw [hψ t ⟨ht.1, ht.2.trans hs'.2⟩, sub_self, inner_zero_right]
  have hTm : T ∈ Set.Icc 0 T := ⟨hT.le, le_rfl⟩
  -- the vanishing imaginary part on each shorter interval is conservation of the norm
  have hint : ∫ t in (0 : ℝ)..T, ‖ψ t‖ ^ 2 = T * ‖ψ 0‖ ^ 2 := by
    rw [intervalIntegral.integral_congr (g := fun _ => ‖ψ 0‖ ^ 2)]
    · simp
    · intro t ht
      rw [Set.uIcc_of_le hT.le] at ht
      have him := action_im hH hs t h1
      rw [h0 t ht, Complex.zero_im] at him
      show ‖ψ t‖ ^ 2 = ‖ψ 0‖ ^ 2
      linarith
  refine ⟨h0 T hTm, by simp [phaseTwist], ?_, ?_⟩
  · have e : ((2 * Real.pi * k / T : ℝ) : ℂ) * (T : ℂ) = 2 * Real.pi * k := by
      rw [← Complex.ofReal_mul, div_mul_cancel₀ _ hT.ne']
      simp
    have e' : -Complex.I * ((2 * Real.pi * k / T : ℝ) : ℂ) * (T : ℂ)
        = ((-k : ℤ) : ℂ) * (2 * Real.pi * Complex.I) := by
      rw [Int.cast_neg]
      linear_combination (-Complex.I) * e
    unfold phaseTwist
    rw [e', Complex.exp_int_mul_two_pi_mul_I, one_smul]
  · rw [action_phaseTwist hH T _ h1, h0 T hTm, hint, zero_add, ← mul_assoc,
      div_mul_cancel₀ _ hT.ne']

end UnboundedQuantumAction
```

```lean
#print axioms UnboundedQuantumAction.action_values_eq_reals
#print axioms UnboundedQuantumAction.schrodinger_solution_twist
```

```
'UnboundedQuantumAction.action_values_eq_reals' depends on axioms: [propext, Classical.choice, Quot.sound]
'UnboundedQuantumAction.schrodinger_solution_twist' depends on axioms: [propext, Classical.choice, Quot.sound]
```
